# The effective barrier of a finite rate network errs by at most the largest saddle-energy error

If every linked saddle energy in a finite rate network is wrong by at most \(\varepsilon\), the effective barrier between reactants and products is wrong by at most \(\varepsilon\), however many saddles there are. Here the effective barrier is \(-\ln F/\beta\), where \(\beta\) is the inverse temperature and \(F\) is the equilibrium reactive flux of a network with detailed balance, in unnormalised Boltzmann weights and fixed units. It lies on the same energy scale as the saddles and is not measured from the reactant well. The bound holds at positive temperature with fixed nonnegative prefactors, provided that reactants and products are disjoint sets of states and a path of links leads from one to the other.

In Lean 4 with Mathlib:

```lean
import Mathlib

open Relation

namespace BarrierErrorsInRateNetworks

noncomputable section

variable {V : Type*} [Fintype V]

/-- The dissipation `(1/2) ∑ c_ij (q_i - q_j)²` of a trial function `q` on a network with
conductances `c`. -/
def dissipation (c : V → V → ℝ) (q : V → ℝ) : ℝ :=
  (1 / 2) * ∑ i, ∑ j, c i j * (q i - q j) ^ 2

/-- The trial functions that are `0` on the reactant states `A` and `1` on the product
states `B`. -/
def admissible (A B : Set V) : Set (V → ℝ) :=
  {q | (∀ i ∈ A, q i = 0) ∧ ∀ i ∈ B, q i = 1}

/-- The reactive flux `F(c)` between `A` and `B`: the infimum of the dissipation over all
admissible trial functions. Its domain is nonnegative `c` and disjoint `A`, `B`. -/
def reactiveFlux (c : V → V → ℝ) (A B : Set V) : ℝ :=
  sInf (dissipation c '' admissible A B)

/-- Arrhenius conductances `w_ij exp(-β E_ij)` with prefactors `w` and saddle energies `E`;
a vanishing prefactor means that there is no link. -/
def arrhenius (β : ℝ) (w E : V → V → ℝ) (i j : V) : ℝ :=
  w i j * Real.exp (-(β * E i j))

/-- The effective barrier `-log F / β` of the whole network, for `β ≠ 0` and positive
reactive flux `F`. -/
def effectiveBarrier (β : ℝ) (w E : V → V → ℝ) (A B : Set V) : ℝ :=
  -Real.log (reactiveFlux (arrhenius β w E) A B) / β

omit [Fintype V] in
/-- Disjoint sets `A` and `B` admit a trial function. -/
theorem admissible_nonempty {A B : Set V} (hAB : Disjoint A B) :
    (admissible A B).Nonempty :=
  ⟨B.indicator (fun _ => 1),
    fun _ hi => Set.indicator_of_notMem (Set.disjoint_left.mp hAB hi) _,
    fun _ hi => Set.indicator_of_mem hi _⟩

/-- With nonnegative conductances the dissipation is nonnegative. -/
theorem dissipation_nonneg {c : V → V → ℝ} (hc : ∀ i j, 0 ≤ c i j) (q : V → ℝ) :
    0 ≤ dissipation c q :=
  mul_nonneg (by norm_num) (Finset.sum_nonneg fun i _ =>
    Finset.sum_nonneg fun j _ => mul_nonneg (hc i j) (sq_nonneg _))

/-- If no conductance of `c'` exceeds `s > 0` times that of `c`, and `c'` is nonnegative, then
the reactive flux of `c'` is at most `s` times that of `c`, for disjoint `A` and `B`. -/
theorem reactiveFlux_le_mul {c c' : V → V → ℝ} {A B : Set V} {s : ℝ} (hs : 0 < s)
    (hAB : Disjoint A B) (hc' : ∀ i j, 0 ≤ c' i j) (h : ∀ i j, c' i j ≤ s * c i j) :
    reactiveFlux c' A B ≤ s * reactiveFlux c A B := by
  have key : reactiveFlux c' A B / s ≤ reactiveFlux c A B := by
    refine le_csInf ((admissible_nonempty hAB).image _) ?_
    rintro _ ⟨q, hq, rfl⟩
    rw [div_le_iff₀ hs]
    -- `q` is a trial function for both networks
    have h1 : reactiveFlux c' A B ≤ dissipation c' q :=
      csInf_le ⟨0, by rintro _ ⟨p, _, rfl⟩; exact dissipation_nonneg hc' p⟩ ⟨q, hq, rfl⟩
    have h2 : ∑ i, ∑ j, c' i j * (q i - q j) ^ 2
        ≤ ∑ i, ∑ j, s * (c i j * (q i - q j) ^ 2) :=
      Finset.sum_le_sum fun i _ => Finset.sum_le_sum fun j _ => by
        have := mul_le_mul_of_nonneg_right (h i j) (sq_nonneg (q i - q j))
        linarith
    simp only [← Finset.mul_sum] at h2
    have h3 : dissipation c' q ≤ s * dissipation c q := by
      unfold dissipation
      linarith
    linarith
  rw [div_le_iff₀ hs] at key
  linarith

/-- If every nonnegative conductance is known up to a factor `exp(±d)`, the reactive flux between
disjoint `A` and `B` is known up to the same factor. -/
theorem reactiveFlux_error_bounds {c c' : V → V → ℝ} {A B : Set V} {d : ℝ}
    (hAB : Disjoint A B) (hc : ∀ i j, 0 ≤ c i j)
    (lo : ∀ i j, Real.exp (-d) * c i j ≤ c' i j)
    (up : ∀ i j, c' i j ≤ Real.exp d * c i j) :
    Real.exp (-d) * reactiveFlux c A B ≤ reactiveFlux c' A B ∧
      reactiveFlux c' A B ≤ Real.exp d * reactiveFlux c A B := by
  have hinv : Real.exp (-d) * Real.exp d = 1 := by
    rw [← Real.exp_add]
    simp
  have hc' : ∀ i j, 0 ≤ c' i j := fun i j =>
    le_trans (mul_nonneg (Real.exp_pos _).le (hc i j)) (lo i j)
  refine ⟨?_, reactiveFlux_le_mul (Real.exp_pos d) hAB hc' up⟩
  -- the lower bound is the upper bound with the two networks exchanged
  have back : ∀ i j, c i j ≤ Real.exp d * c' i j := fun i j =>
    calc c i j = Real.exp d * (Real.exp (-d) * c i j) := by
          linear_combination (-(c i j)) * hinv
      _ ≤ _ := mul_le_mul_of_nonneg_left (lo i j) (Real.exp_pos d).le
  calc Real.exp (-d) * reactiveFlux c A B
      ≤ Real.exp (-d) * (Real.exp d * reactiveFlux c' A B) :=
        mul_le_mul_of_nonneg_left (reactiveFlux_le_mul (Real.exp_pos d) hAB hc back)
          (Real.exp_pos _).le
    _ = reactiveFlux c' A B := by linear_combination reactiveFlux c' A B * hinv

/-- If a path of positive conductances joins `a` to `b` in a network of nonnegative
conductances, the squared difference `(q_a - q_b)²` is bounded by a fixed multiple of the
dissipation. -/
theorem path_bound {c : V → V → ℝ} (hc : ∀ i j, 0 ≤ c i j) {a b : V}
    (hab : ReflTransGen (fun i j => 0 < c i j) a b) :
    ∃ K : ℝ, 0 < K ∧ ∀ q : V → ℝ, (q a - q b) ^ 2 ≤ K * dissipation c q := by
  induction hab with
  | refl => exact ⟨1, one_pos, fun q => by simpa using dissipation_nonneg hc q⟩
  | @tail v w _ hvw ih =>
    obtain ⟨K, hK, h⟩ := ih
    have hpos : 0 < c v w := hvw
    refine ⟨2 * K + 4 / c v w, by positivity, fun q => ?_⟩
    -- a single link dissipates no more than the whole network
    have e1 : c v w * (q v - q w) ^ 2 ≤ ∑ j, c v j * (q v - q j) ^ 2 :=
      Finset.single_le_sum (f := fun j => c v j * (q v - q j) ^ 2)
        (fun j _ => mul_nonneg (hc v j) (sq_nonneg _)) (Finset.mem_univ w)
    have e2 : ∑ j, c v j * (q v - q j) ^ 2 ≤ ∑ i, ∑ j, c i j * (q i - q j) ^ 2 :=
      Finset.single_le_sum (f := fun i => ∑ j, c i j * (q i - q j) ^ 2)
        (fun i _ => Finset.sum_nonneg fun j _ => mul_nonneg (hc i j) (sq_nonneg _))
        (Finset.mem_univ v)
    have e3 : (q v - q w) ^ 2 ≤ 2 / c v w * dissipation c q := by
      rw [div_mul_eq_mul_div, le_div_iff₀ hpos]
      unfold dissipation
      linarith
    have e4 : (q a - q w) ^ 2 ≤ 2 * (q a - q v) ^ 2 + 2 * (q v - q w) ^ 2 := by
      nlinarith [sq_nonneg ((q a - q v) - (q v - q w))]
    calc (q a - q w) ^ 2
        ≤ 2 * (K * dissipation c q) + 2 * (2 / c v w * dissipation c q) := by
          linarith [h q]
      _ = _ := by ring

/-- The reactive flux is positive when the conductances are nonnegative, `A` and `B` are
disjoint, and a path of positive conductances leads from `A` to `B`. -/
theorem reactiveFlux_pos {c : V → V → ℝ} {A B : Set V} (hAB : Disjoint A B)
    (hc : ∀ i j, 0 ≤ c i j) {a b : V} (ha : a ∈ A) (hb : b ∈ B)
    (hab : ReflTransGen (fun i j => 0 < c i j) a b) : 0 < reactiveFlux c A B := by
  obtain ⟨K, hK, h⟩ := path_bound hc hab
  have key : 1 / K ≤ reactiveFlux c A B := by
    refine le_csInf ((admissible_nonempty hAB).image _) ?_
    rintro _ ⟨q, ⟨hA, hB⟩, rfl⟩
    have hq := h q
    rw [hA a ha, hB b hb] at hq
    rw [div_le_iff₀ hK]
    linarith
  exact lt_of_lt_of_le (by positivity) key

/-- At `β > 0`, let a path of links lead from `A` to `B`, disjoint, with nonnegative prefactors.
If each linked saddle energy is wrong by at most `ε`, so is the effective barrier. -/
theorem effectiveBarrier_error {β ε : ℝ} {w E E' : V → V → ℝ} {A B : Set V} (hβ : 0 < β)
    (hAB : Disjoint A B) (hw : ∀ i j, 0 ≤ w i j) {a b : V} (ha : a ∈ A) (hb : b ∈ B)
    (hab : ReflTransGen (fun i j => 0 < w i j) a b)
    (herr : ∀ i j, 0 < w i j → |E' i j - E i j| ≤ ε) :
    |effectiveBarrier β w E' A B - effectiveBarrier β w E A B| ≤ ε := by
  have hc : ∀ i j, 0 ≤ arrhenius β w E i j := fun i j =>
    mul_nonneg (hw i j) (Real.exp_pos _).le
  -- an energy error `ε` is a factor `exp(±βε)` in each conductance
  have hfac : ∀ i j, Real.exp (-(β * ε)) * arrhenius β w E i j ≤ arrhenius β w E' i j ∧
      arrhenius β w E' i j ≤ Real.exp (β * ε) * arrhenius β w E i j := by
    intro i j
    rcases (hw i j).eq_or_lt with h0 | hpos
    · simp [arrhenius, ← h0]
    · obtain ⟨h1, h2⟩ := abs_le.mp (herr i j hpos)
      have m1 := mul_le_mul_of_nonneg_left h1 hβ.le
      have m2 := mul_le_mul_of_nonneg_left h2 hβ.le
      have x1 : Real.exp (-(β * ε)) * Real.exp (-(β * E i j))
          ≤ Real.exp (-(β * E' i j)) := by
        rw [← Real.exp_add]
        exact Real.exp_le_exp.mpr (by linarith)
      have x2 : Real.exp (-(β * E' i j))
          ≤ Real.exp (β * ε) * Real.exp (-(β * E i j)) := by
        rw [← Real.exp_add]
        exact Real.exp_le_exp.mpr (by linarith)
      have y1 := mul_le_mul_of_nonneg_left x1 hpos.le
      have y2 := mul_le_mul_of_nonneg_left x2 hpos.le
      unfold arrhenius
      constructor <;> linarith
  obtain ⟨lo, up⟩ := reactiveFlux_error_bounds hAB hc
    (fun i j => (hfac i j).1) (fun i j => (hfac i j).2)
  have hlink : (fun i j => 0 < w i j) ≤ (fun i j => 0 < arrhenius β w E i j) :=
    fun _ _ h => mul_pos h (Real.exp_pos _)
  have hF : 0 < reactiveFlux (arrhenius β w E) A B :=
    reactiveFlux_pos hAB hc ha hb (ReflTransGen.mono hlink _ _ hab)
  have hF' := lt_of_lt_of_le (mul_pos (Real.exp_pos (-(β * ε))) hF) lo
  -- logarithms turn the factors into energies
  have l1 := Real.log_le_log (mul_pos (Real.exp_pos _) hF) lo
  have l2 := Real.log_le_log hF' up
  rw [Real.log_mul (Real.exp_pos _).ne' hF.ne', Real.log_exp] at l1 l2
  unfold effectiveBarrier
  rw [← sub_div, abs_div, abs_of_pos hβ, div_le_iff₀ hβ, abs_le]
  constructor <;> linarith

/-- For two states joined by one saddle of energy `E`, with unit prefactor and `β ≠ 0`, the
effective barrier is `E`. -/
theorem effectiveBarrier_two_state {β : ℝ} (hβ : β ≠ 0) (E : ℝ) :
    effectiveBarrier β (fun _ _ : Fin 2 => 1) (fun _ _ => E) {0} {1} = E := by
  have himage : dissipation (arrhenius β (fun _ _ : Fin 2 => 1) (fun _ _ => E)) ''
      admissible {0} {1} = {Real.exp (-(β * E))} := by
    refine Set.eq_singleton_iff_nonempty_unique_mem.mpr
      ⟨(admissible_nonempty (Set.disjoint_singleton.mpr (by decide))).image _, ?_⟩
    rintro _ ⟨q, ⟨hA, hB⟩, rfl⟩
    have h0 : q 0 = 0 := hA 0 rfl
    have h1 : q 1 = 1 := hB 1 rfl
    simp only [dissipation, arrhenius, Fin.sum_univ_two, h0, h1]
    ring
  unfold effectiveBarrier reactiveFlux
  rw [himage, csInf_singleton, Real.log_exp, neg_neg, mul_div_cancel_left₀ _ hβ]

/-- The error bound is sharp: for two states with unit prefactor and `β ≠ 0`, raising the
saddle by `ε` raises the effective barrier by exactly `ε`. -/
theorem effectiveBarrier_error_sharp {β : ℝ} (hβ : β ≠ 0) (E ε : ℝ) :
    effectiveBarrier β (fun _ _ : Fin 2 => 1) (fun _ _ => E + ε) {0} {1}
      - effectiveBarrier β (fun _ _ : Fin 2 => 1) (fun _ _ => E) {0} {1} = ε := by
  rw [effectiveBarrier_two_state hβ, effectiveBarrier_two_state hβ]
  ring

end

end BarrierErrorsInRateNetworks
```

```lean
#print axioms BarrierErrorsInRateNetworks.effectiveBarrier_error
#print axioms BarrierErrorsInRateNetworks.effectiveBarrier_error_sharp
```

```
'BarrierErrorsInRateNetworks.effectiveBarrier_error' depends on axioms: [propext, Classical.choice, Quot.sound]
'BarrierErrorsInRateNetworks.effectiveBarrier_error_sharp' depends on axioms: [propext, Classical.choice, Quot.sound]
```

## Bounds on the flux and on the barrier

Let \(V\) be a finite set of states, \(A\) the reactant states and \(B\) the product states. A conductance \(c_{ij}\) is attached to each ordered pair of states. For a trial function \(q\), a real number \(q_i\) on each state, `dissipation c q` is

\[
D_c(q)=\tfrac12\sum_{i,j}c_{ij}(q_i-q_j)^2 .
\]

The set `admissible A B` contains the \(q\) that are 0 on \(A\) and 1 on \(B\), and `reactiveFlux c A B` is the infimum \(F(c)\) of \(D_c(q)\) over that set.

The theorem `reactiveFlux_error_bounds` takes disjoint \(A\) and \(B\), conductances \(c_{ij}\ge 0\), and a second network \(c'\) with \(e^{-d}c_{ij}\le c'_{ij}\le e^{d}c_{ij}\) for every pair. It concludes that

\[
e^{-d}F(c)\le F(c')\le e^{d}F(c).
\]

The theorem `effectiveBarrier_error` turns this into energies. With inverse temperature \(\beta>0\), prefactors \(w_{ij}\ge0\) and saddle energies \(E_{ij}\), the conductances are \(w_{ij}e^{-\beta E_{ij}}\) (`arrhenius`), and the effective barrier is \(-\log F/\beta\). The hypothesis `herr` bounds \(|E'_{ij}-E_{ij}|\) by \(\varepsilon\) only where \(w_{ij}>0\), since a zero prefactor means that there is no link. The hypothesis `hab`, written with `ReflTransGen`, says that a chain of links leads from some \(a\in A\) to some \(b\in B\). As before, \(A\) and \(B\) are disjoint. The conclusion is that the effective barriers for \(E\) and \(E'\) differ by at most \(\varepsilon\).

## Saddle energies, wells and rates

In a network with detailed balance, \(c_{ij}\) is the equilibrium weight of state \(i\) times the rate constant from \(i\) to \(j\). If the well has free energy \(G_i\), the unnormalised weight is \(e^{-\beta G_i}\) and the rate constant is \(w_{ij}e^{-\beta(E_{ij}-G_i)}\). The free energy of the well cancels in the product, which leaves \(w_{ij}e^{-\beta E_{ij}}\). The \(E_{ij}\) are therefore saddle energies on one common scale, not heights above the neighbouring wells.

Detailed balance makes \(c\) symmetric, and the factor \(\tfrac12\) then counts each link once. The committor, the probability of reaching \(B\) before \(A\), is in that case a best trial function, and \(F\) is the equilibrium flux of reactive trajectories, up to the normalisation of the weights. This interpretation is standard background; the code works with the infimum alone. The inequalities hold without symmetry, but \(F\) is then the flux of the symmetrised network with conductances \((c_{ij}+c_{ji})/2\), which in general is not the reactive flux of the original dynamics.

For saddle energies from an electronic-structure method with a known error bound, the result says that this bound carries over to the effective barrier of a finite Arrhenius network with fixed prefactors. A rate constant also requires the statistical weight of the reactants, where errors in the well energies enter separately. Errors in the prefactors can be treated through the flux theorem, as factors in the conductances.

## From one trial function to the infimum

Suppose that \(0\le c'_{ij}\le s\,c_{ij}\) with \(s>0\). Multiplying by \((q_i-q_j)^2\ge0\) and summing gives, for every admissible \(q\),

\[
F(c')\le D_{c'}(q)\le s\,D_c(q).
\]

So \(F(c')/s\) is a lower bound for all values \(D_c(q)\), and hence \(F(c')\le sF(c)\). The same \(q\) serves both networks, so each link contributes its own factor to its own term and the factors never multiply along a path.

This is `reactiveFlux_le_mul`. The step `csInf_le` gives the first inequality and needs the dissipations to be bounded below, which `dissipation_nonneg` supplies. The step `le_csInf` passes to the infimum and needs at least one trial function. The lemma `admissible_nonempty` provides the function that is 1 on \(B\) and 0 elsewhere, which is admissible because \(A\) and \(B\) are disjoint.

With \(s=e^d\) this is the upper bound in `reactiveFlux_error_bounds`. For the lower bound, \(e^{-d}c_{ij}\le c'_{ij}\) is rewritten as \(c_{ij}\le e^d c'_{ij}\), named `back` in the code. The same lemma with the networks exchanged gives \(F(c)\le e^dF(c')\), and multiplication by \(e^{-d}\) finishes the argument.

## A path of links keeps the flux positive

The logarithm in the effective barrier calls for \(F>0\). The lemma `path_bound` shows by induction along the path that \((q_a-q_b)^2\le K D_c(q)\), with a constant \(K>0\) that does not depend on \(q\).

For a path of length zero the left side vanishes and \(K=1\) works. Now let the bound hold from \(a\) to a state \(v\), and add a link from \(v\) to a state \(w\) (in this proof \(w\) is a state, not a prefactor). One term of the double sum cannot exceed the whole, so

\[
(q_v-q_w)^2\le \frac{2}{c_{vw}}D_c(q).
\]

This is `e3`, obtained from two uses of `Finset.single_le_sum`. Together with \((x+y)^2\le 2x^2+2y^2\), which is `e4`, it gives

\[
(q_a-q_w)^2\le\Bigl(2K+\frac{4}{c_{vw}}\Bigr)D_c(q).
\]

In `reactiveFlux_pos` the ends of the path have \(q_a=0\) and \(q_b=1\). Then \(1\le K D_c(q)\) for every admissible \(q\), and so \(F(c)\ge 1/K>0\). The constant \(K\) may grow quickly with the length of the path, but it serves only to establish positivity and does not enter the error bound.

## From factors to energies

Let \(c\) and \(c'\) now be the Arrhenius conductances for \(E\) and \(E'\). Where \(w_{ij}>0\), the bound \(|E'_{ij}-E_{ij}|\le\varepsilon\) gives

\[
e^{-\beta\varepsilon}c_{ij}\le c'_{ij}\le e^{\beta\varepsilon}c_{ij}.
\]

Where \(w_{ij}=0\), both conductances are zero and the same inequalities hold. These two cases make up `hfac`. The flux theorem with \(d=\beta\varepsilon\), followed by logarithms (`l1` and `l2`), yields

\[
-\beta\varepsilon+\log F(c)\le\log F(c')\le\beta\varepsilon+\log F(c).
\]

Subtracting \(\log F(c)\) and dividing by \(\beta\) bounds the change of the effective barrier by \(\varepsilon\) in absolute value.

## Two states, and a chain of three

With two states, \(A=\{0\}\) and \(B=\{1\}\), the trial function is fixed completely. For unit prefactors and a single saddle energy \(E\), the dissipation is \(\tfrac12(e^{-\beta E}+e^{-\beta E})=e^{-\beta E}\), so the effective barrier is \(E\). This is `effectiveBarrier_two_state`. Raising the saddle by \(\varepsilon\) raises the barrier by exactly \(\varepsilon\), as `effectiveBarrier_error_sharp` states, so no smaller general bound is possible.

For a chain \(0-1-2\) with \(A=\{0\}\) and \(B=\{2\}\), take symmetric conductances \(c_{01}=1\) and \(c_{12}=3\). Only \(q_1\) is free, and

\[
D_c(q)=q_1^2+3(1-q_1)^2
\]

is smallest at \(q_1=\tfrac34\), which gives \(F(c)=\tfrac34\). Now let both conductances be wrong by a factor of 2 in opposite directions, \(c'_{01}=2\) and \(c'_{12}=\tfrac32\). The minimum moves to \(q_1=\tfrac37\), and \(F(c')=\tfrac67\). The flux changes by the factor \(\tfrac87\), well inside the allowed range from \(\tfrac12\) to 2. In energies, saddle errors of \(\ln 2/\beta\approx0.69/\beta\) lower the effective barrier by only \(\ln(8/7)/\beta\approx0.13/\beta\).

If both conductances are doubled instead, the flux doubles to \(\tfrac32\). Two errors in series with the same sign thus reach the bound of 2, but do not combine to a factor of 4.
